# With a continuous spectral weight that is positive on shell, the Landau cumulant does not split into three separate integrals

The Landau kernel is a quotient with w² in the denominator, so its value at w = 0 has to be chosen. Here w is a real energy measured from the quasiparticle energy, t is a real time, and ħ = 1. The choice made is the limiting value:

K(w,t) = (exp(−iwt) + iwt − 1)/w² for w ≠ 0,

K(0,t) = −t²/2.

A single energy has measure zero, so this choice affects no integral. The limit is proved below through nonzero energies only, and so does not rest on it either.

```lean
import Mathlib

open MeasureTheory Filter Topology Set
open Complex (I)

namespace LandauCumulant

noncomputable section
```

In Lean the kernel is a complex-valued function of two real numbers, defined by cases.

```lean
/-- The Landau kernel `(exp(-iwt) + iwt - 1) / w²` for `w ≠ 0`, with the value `-t²/2`
at `w = 0`. -/
def landauKernel (w t : ℝ) : ℂ :=
  if w = 0 then ((-(t ^ 2 / 2) : ℝ) : ℂ)
  else (Complex.exp (-(I * ((w * t : ℝ) : ℂ))) + I * ((w * t : ℝ) : ℂ) - 1) / (w : ℂ) ^ 2
```

The cumulant weights this kernel with a real function β of the energy and integrates over the whole line:

C(t) = ∫ β(w) K(w,t) dw.

In a GW-plus-cumulant calculation with the retarded Green's function, β(w) is, up to a positive factor, the magnitude of Im Σ at energy w from the quasiparticle. Here β is a given function: no self-energy is computed, and the exponentiation of C(t) into a Green's function is not treated.

```lean
/-- The cumulant at time `t`: the spectral weight `β` integrated against the Landau kernel. -/
def cumulant (β : ℝ → ℝ) (t : ℝ) : ℂ := ∫ w, (β w : ℂ) * landauKernel w t
```

## A kernel bounded by t²/2

Phase factors drop out of every modulus, because |exp(−ix)| = 1 for real x.

```lean
/-- A phase factor `exp(-ix)` with real `x` has modulus one. -/
theorem norm_phase (x : ℝ) : ‖Complex.exp (-(I * (x : ℂ)))‖ = 1 := by
  have h : -(I * (x : ℂ)) = ((-x : ℝ) : ℂ) * I := by push_cast; ring
  rw [h, Complex.norm_exp_ofReal_mul_I]
```

The bound on K comes from the numerator. Put x = wt. Its real part is cos x − 1 and its imaginary part is x − sin x, so

|exp(−ix) + ix − 1|² = (cos x − 1)² + (x − sin x)² = 2 − 2 cos x + x² − 2x sin x.

This is at most x⁴/4 exactly when g(x) ≥ 2, where

g(y) = y⁴/4 − y² + 2 cos y + 2y sin y.

Now g(0) = 2, and for y ≥ 0 the inequality 1 − cos y ≤ y²/2 gives

g′(y) = y³ − 2y(1 − cos y) ≥ 0.

Hence g ≥ 2 for y ≥ 0, and for negative y because g is even. Taking the square root gives

|exp(−ix) + ix − 1| ≤ x²/2.

In the proof, `hd` computes the derivative, `hm` turns its sign into monotonicity, `key` and `hx` give g ≥ 2 on the half-line and then everywhere, and `hz` separates the real and imaginary parts.

```lean
/-- A phase factor differs from its first-order expansion by at most `x²/2`. -/
theorem norm_phase_remainder_le (x : ℝ) :
    ‖Complex.exp (-(I * (x : ℂ))) + I * (x : ℂ) - 1‖ ≤ x ^ 2 / 2 := by
  have hd : ∀ y : ℝ, HasDerivAt
      (fun y : ℝ => y ^ 4 / 4 - y ^ 2 + 2 * Real.cos y + 2 * (y * Real.sin y))
      (y ^ 3 - 2 * y * (1 - Real.cos y)) y := by
    intro y
    have p4 : HasDerivAt (fun y : ℝ => y ^ 4) (4 * y ^ 3) y := by
      simpa using hasDerivAt_pow 4 y
    have p2 : HasDerivAt (fun y : ℝ => y ^ 2) (2 * y) y := by
      simpa using hasDerivAt_pow 2 y
    exact ((((p4.div_const 4).fun_sub p2).fun_add ((Real.hasDerivAt_cos y).const_mul 2)).fun_add
      (((hasDerivAt_id' y).fun_mul (Real.hasDerivAt_sin y)).const_mul 2)).congr_deriv (by ring)
  -- the difference of the squared moduli grows with `y ≥ 0`
  have hm := monotoneOn_of_deriv_nonneg (convex_Ici (0 : ℝ))
    (fun y _ => (hd y).continuousAt.continuousWithinAt)
    (fun y _ => (hd y).differentiableAt.differentiableWithinAt) (by
      intro y hy
      rw [interior_Ici] at hy
      rw [(hd y).deriv]
      have hcos : 1 - y ^ 2 / 2 ≤ Real.cos y := Real.one_sub_sq_div_two_le_cos
      nlinarith [mul_nonneg (le_of_lt (mem_Ioi.1 hy)) (sub_nonneg.2 hcos)])
  have key : ∀ y : ℝ, 0 ≤ y →
      2 ≤ y ^ 4 / 4 - y ^ 2 + 2 * Real.cos y + 2 * (y * Real.sin y) := by
    intro y hy
    have h := hm (mem_Ici.2 le_rfl) (mem_Ici.2 hy) hy
    simp only [Real.cos_zero, Real.sin_zero] at h
    linarith
  have hx : 2 ≤ x ^ 4 / 4 - x ^ 2 + 2 * Real.cos x + 2 * (x * Real.sin x) := by
    rcases le_total 0 x with h | h
    · exact key x h
    · have h' := key (-x) (by linarith)
      rw [Real.cos_neg, Real.sin_neg] at h'
      linarith
  have hz : Complex.exp (-(I * (x : ℂ))) + I * (x : ℂ) - 1
      = ((Real.cos x - 1 : ℝ) : ℂ) + ((x - Real.sin x : ℝ) : ℂ) * I := by
    have h : -(I * (x : ℂ)) = ((-x : ℝ) : ℂ) * I := by push_cast; ring
    rw [h, Complex.exp_mul_I, ← Complex.ofReal_cos, ← Complex.ofReal_sin, Real.cos_neg,
      Real.sin_neg]
    push_cast
    ring
  refine (le_abs_self _).trans (abs_le_of_sq_le_sq ?_ (by positivity))
  rw [hz, Complex.sq_norm, Complex.normSq_add_mul_I]
  nlinarith [Real.sin_sq_add_cos_sq x]
```

Dividing by w² with x = wt gives |K(w,t)| ≤ t²/2 for w ≠ 0. At w = 0 the assigned value has modulus exactly t²/2. The proof treats these two cases in turn.

```lean
/-- The Landau kernel is bounded by `t²/2` at every energy. -/
theorem norm_landauKernel_le (w t : ℝ) : ‖landauKernel w t‖ ≤ t ^ 2 / 2 := by
  unfold landauKernel
  split_ifs with hw
  · rw [Complex.norm_real, Real.norm_eq_abs, abs_neg]
    exact (abs_of_nonneg (by positivity)).le
  · rw [norm_div, norm_pow, Complex.norm_real, Real.norm_eq_abs, sq_abs,
      div_le_iff₀ (by positivity)]
    exact (norm_phase_remainder_le (w * t)).trans (le_of_eq (by ring))
```

For the limit, expand the exponential to second order. When |wt| ≤ 1, the Taylor remainder satisfies

|exp(−iwt) − (1 − iwt − w²t²/2)| ≤ |wt|³.

The quantity inside the modulus on the left is w² (K(w,t) + t²/2), so division by w² gives

|K(w,t) + t²/2| ≤ |w| |t|³,

and the right side vanishes as w → 0. In Lean, `𝓝[≠] 0` denotes the approach to zero through nonzero energies. The remainder estimate is `Complex.exp_bound` with n = 3, `heq` is the rewriting of K + t²/2, and `squeeze_zero'` concludes.

```lean
/-- As `w → 0` through nonzero energies, the Landau kernel tends to `-t²/2`. -/
theorem tendsto_landauKernel (t : ℝ) :
    Tendsto (fun w => landauKernel w t) (𝓝[≠] 0) (𝓝 ((-(t ^ 2 / 2) : ℝ) : ℂ)) := by
  have hc : Tendsto (fun w : ℝ => |w * t|) (𝓝 0) (𝓝 0) := by
    have h := (show Continuous fun w : ℝ => |w * t| by fun_prop).tendsto 0
    simpa only [zero_mul, abs_zero] using h
  have hl : Tendsto (fun w : ℝ => |w| * |t| ^ 3) (𝓝 0) (𝓝 0) := by
    have h := (show Continuous fun w : ℝ => |w| * |t| ^ 3 by fun_prop).tendsto 0
    simpa only [zero_mul, abs_zero] using h
  refine tendsto_iff_norm_sub_tendsto_zero.2 (squeeze_zero'
    (Eventually.of_forall fun _ => norm_nonneg _) ?_ (hl.mono_left nhdsWithin_le_nhds))
  filter_upwards [self_mem_nhdsWithin,
    (hc.eventually_le_const one_pos).filter_mono nhdsWithin_le_nhds] with w hw h1
  have hw0 : w ≠ 0 := hw
  have hw2 : (w : ℂ) ^ 2 ≠ 0 := pow_ne_zero 2 (Complex.ofReal_ne_zero.2 hw0)
  have hx : ‖-(I * ((w * t : ℝ) : ℂ))‖ = |w * t| := by
    rw [norm_neg, norm_mul, Complex.norm_I, one_mul, Complex.norm_real, Real.norm_eq_abs]
  -- third-order Taylor remainder of the exponential
  have hE := Complex.exp_bound (hx.le.trans h1) (n := 3) (by norm_num)
  have hs : ∑ m ∈ Finset.range 3, (-(I * ((w * t : ℝ) : ℂ))) ^ m / (m.factorial : ℂ)
      = 1 - I * ((w * t : ℝ) : ℂ) - ((w * t : ℝ) : ℂ) ^ 2 / 2 := by
    simp only [Finset.sum_range_succ, Finset.sum_range_zero, Nat.factorial]
    push_cast
    linear_combination ((w : ℂ) * t) ^ 2 / 2 * Complex.I_sq
  rw [hx, hs] at hE
  have heq : landauKernel w t - ((-(t ^ 2 / 2) : ℝ) : ℂ)
      = (Complex.exp (-(I * ((w * t : ℝ) : ℂ)))
        - (1 - I * ((w * t : ℝ) : ℂ) - ((w * t : ℝ) : ℂ) ^ 2 / 2)) / (w : ℂ) ^ 2 := by
    rw [landauKernel, if_neg hw0, eq_div_iff hw2, sub_mul, div_mul_cancel₀ _ hw2]
    push_cast
    ring
  rw [heq, norm_div, norm_pow, Complex.norm_real, Real.norm_eq_abs, sq_abs,
    div_le_iff₀ (by positivity)]
  have hk : ((Nat.succ 3 : ℕ) : ℝ) * (((Nat.factorial 3 : ℕ) : ℝ) * ((3 : ℕ) : ℝ))⁻¹ ≤ 1 := by
    norm_num [Nat.factorial]
  refine hE.trans ((mul_le_mul_of_nonneg_left hk (by positivity)).trans (le_of_eq ?_))
  rw [abs_mul, ← sq_abs w]
  ring
```

The uniform bound makes the cumulant well defined for every integrable β, since

|β(w) K(w,t)| ≤ (t²/2) |β(w)|.

The code first checks that K is measurable in w and then applies this domination through `mono'`. Lean assigns the value 0 to the integral of a non-integrable function, so it is this theorem that makes `cumulant` the intended integral.

```lean
/-- For an integrable spectral weight the integrand of the cumulant is integrable. -/
theorem integrable_mul_landauKernel {β : ℝ → ℝ} (hβ : Integrable β) (t : ℝ) :
    Integrable (fun w => (β w : ℂ) * landauKernel w t) := by
  have hK : Measurable (fun w => landauKernel w t) := by
    unfold landauKernel
    refine Measurable.ite (measurableSet_singleton 0) measurable_const (Measurable.div ?_ ?_)
    · exact Continuous.measurable (by fun_prop)
    · exact Continuous.measurable (by fun_prop)
  refine (hβ.norm.mul_const (t ^ 2 / 2)).mono'
    (hβ.ofReal.aestronglyMeasurable.mul hK.aestronglyMeasurable) (Eventually.of_forall fun w => ?_)
  rw [norm_mul, Complex.norm_real]
  exact mul_le_mul_of_nonneg_left (norm_landauKernel_le w t) (norm_nonneg _)
```

## Divergence of the separate terms

Now suppose that β is continuous at 0 and β(0) > 0. Physically, Im Σ is nonzero on shell, so the quasiparticle has a finite lifetime, and the weight does not jump at the quasiparticle energy.

By continuity there is an ε > 0 such that β(w) > β(0)/2 whenever |w| < ε. For 0 < w < min(ε, δ) this gives

1/w ≤ (2/β(0)) · β(w)/w.

If β(w)/w were integrable on (0, δ), then 1/w would be integrable on (0, min(ε, δ)), but its integral diverges logarithmically at the lower end. In the proof, `hinv` is this domination, and `intervalIntegrable_inv_iff` supplies the contradiction.

```lean
/-- If `β` is continuous at `0` with `β(0) > 0`, then `β(w)/w` is not integrable on `(0, δ)` for any
`δ > 0`. -/
theorem not_integrableOn_div {β : ℝ → ℝ} (hc : ContinuousAt β 0) (h0 : 0 < β 0)
    {δ : ℝ} (hδ : 0 < δ) : ¬ IntegrableOn (fun w => β w / w) (Ioo 0 δ) := by
  intro h
  obtain ⟨ε, hε, hb⟩ := Metric.eventually_nhds_iff.1
    (hc.tendsto.eventually_const_lt (half_lt_self h0))
  have hr : 0 < min ε δ := lt_min hε hδ
  -- `1/w` would be dominated by a multiple of `β(w)/w`
  have hinv : IntegrableOn (fun w : ℝ => w⁻¹) (Ioo 0 (min ε δ)) := by
    refine Integrable.mono' (Integrable.const_mul
      (h.mono_set (Ioo_subset_Ioo_right (min_le_right ε δ))) (2 / β 0))
      measurable_inv.aestronglyMeasurable ?_
    filter_upwards [ae_restrict_mem measurableSet_Ioo] with w hw
    have hβ : β 0 / 2 < β w := hb (by
      rw [Real.dist_eq, sub_zero, abs_of_pos hw.1]
      exact hw.2.trans_le (min_le_left _ _))
    have h1 : 1 ≤ 2 / β 0 * β w := by
      rw [div_mul_eq_mul_div, le_div_iff₀ h0]
      linarith
    rw [Real.norm_eq_abs, abs_of_pos (inv_pos.2 hw.1)]
    calc w⁻¹ = 1 * w⁻¹ := (one_mul _).symm
      _ ≤ 2 / β 0 * β w * w⁻¹ := mul_le_mul_of_nonneg_right h1 (inv_pos.2 hw.1).le
      _ = 2 / β 0 * (β w / w) := by ring
  have h2 := (intervalIntegrable_iff_integrableOn_Ioo_of_le hr.le).2 hinv
  rw [intervalIntegrable_inv_iff] at h2
  rcases h2 with h2 | h2
  · exact hr.ne h2
  · exact h2 left_mem_uIcc
```

The more singular quotient reduces to the previous one. On (0, δ) the factor w is bounded by δ, and

w · β(w)/w² = β(w)/w.

Integrability of β(w)/w² would therefore imply that of β(w)/w.

```lean
/-- If `β` is continuous at `0` with `β(0) > 0`, then `β(w)/w²` is not integrable on `(0, δ)` for
any `δ > 0`. -/
theorem not_integrableOn_div_sq {β : ℝ → ℝ} (hc : ContinuousAt β 0) (h0 : 0 < β 0)
    {δ : ℝ} (hδ : 0 < δ) : ¬ IntegrableOn (fun w => β w / w ^ 2) (Ioo 0 δ) := by
  intro h
  have h2 : IntegrableOn (fun w => w * (β w / w ^ 2)) (Ioo 0 δ) := by
    refine Integrable.mono' (Integrable.const_mul (Integrable.norm h) δ)
      (measurable_id.aestronglyMeasurable.mul h.aestronglyMeasurable) ?_
    filter_upwards [ae_restrict_mem measurableSet_Ioo] with w hw
    rw [norm_mul, Real.norm_eq_abs w, abs_of_pos hw.1]
    exact mul_le_mul_of_nonneg_right hw.2.le (norm_nonneg _)
  refine not_integrableOn_div hc h0 hδ (h2.congr_fun (fun w hw => ?_) measurableSet_Ioo)
  have hw0 : w ≠ 0 := hw.1.ne'
  change w * (β w / w ^ 2) = β w / w
  field_simp
```

Expanding the numerator of K gives, for w ≠ 0,

β K = (β/w²) exp(−iwt) + it β/w − β/w².

The first term has modulus |β/w²|, and the second has modulus |t| |β/w|. For t ≠ 0, neither is integrable on (0, δ), and nor is the third. If β is integrable, their sum is nevertheless integrable over the whole line, because the singular parts cancel near w = 0 when the terms are added before integration.

The theorem states these four facts together, for every δ > 0. The last term appears without its minus sign, which does not affect integrability. `IntegrableOn` on `Ioo 0 δ` means absolute integrability on the open interval, so the statement does not address a principal value of the linear term taken symmetrically about w = 0. The two bullets in the proof recover β/w² and β/w from the moduli of the complex terms.

```lean
/-- Let `β` be integrable and continuous at `0` with `β(0) > 0`, and `t ≠ 0`. The integrand of the
cumulant is integrable, but none of its three terms is integrable on `(0, δ)`, for any `δ > 0`. -/
theorem landau_termwise_split_fails {β : ℝ → ℝ} (hβ : Integrable β) (hc : ContinuousAt β 0)
    (h0 : 0 < β 0) {t δ : ℝ} (ht : t ≠ 0) (hδ : 0 < δ) :
    Integrable (fun w => (β w : ℂ) * landauKernel w t) ∧
    ¬ IntegrableOn (fun w => ((β w / w ^ 2 : ℝ) : ℂ) *
      Complex.exp (-(I * ((w * t : ℝ) : ℂ)))) (Ioo 0 δ) ∧
    ¬ IntegrableOn (fun w => I * (t : ℂ) * ((β w / w : ℝ) : ℂ)) (Ioo 0 δ) ∧
    ¬ IntegrableOn (fun w => β w / w ^ 2) (Ioo 0 δ) := by
  refine ⟨integrable_mul_landauKernel hβ t, fun h => ?_, fun h => ?_,
    not_integrableOn_div_sq hc h0 hδ⟩
  · -- the phase does not change the modulus
    refine not_integrableOn_div_sq hc h0 hδ (Integrable.mono' (Integrable.norm h)
      (hβ.aemeasurable.restrict.div
        (measurable_id.pow_const 2).aemeasurable).aestronglyMeasurable
      (Eventually.of_forall fun w => ?_))
    rw [norm_mul, norm_phase, mul_one, Complex.norm_real]
  · refine not_integrableOn_div hc h0 hδ (Integrable.mono'
      (Integrable.const_mul (Integrable.norm h) |t|⁻¹)
      (hβ.aemeasurable.restrict.div measurable_id.aemeasurable).aestronglyMeasurable
      (Eventually.of_forall fun w => le_of_eq ?_))
    rw [norm_mul, norm_mul, Complex.norm_I, one_mul, Complex.norm_real, Complex.norm_real,
      Real.norm_eq_abs t, inv_mul_cancel_left₀ (abs_ne_zero.2 ht)]
```

## The split when β(w)/w² is integrable

Suppose instead that both β and β/w² are integrable over the line. For w ≠ 0, put u = 1/|w|. Since u ≤ 1 + u²,

|β/w| ≤ |β| + |β/w²|,

so β/w is integrable too. All three terms can then be integrated separately:

C(t) = ∫ (β(w)/w²) exp(−iwt) dw + it ∫ (β(w)/w) dw − ∫ (β(w)/w²) dw.

When C(t) is exponentiated, the first integral generates the satellites, the second shifts the quasiparticle energy, and the third sets the quasiparticle weight. This reading rests on the integrability of β/w². A continuous β that is positive on shell does not have this property: for t ≠ 0 none of the three integrals then converges absolutely, although C(t) itself remains well defined when β is integrable.

In the proof, `h1` is the estimate for β/w, and `e1`, `e2` and `e3` are the integrability of the three terms. Linearity of the integral joins them, and the integrands are compared at all energies except w = 0.

```lean
/-- If `β` and `β(w)/w²` are integrable, the cumulant is the sum of an oscillating term,
a term linear in time and a constant. -/
theorem cumulant_split {β : ℝ → ℝ} (hβ : Integrable β)
    (h2 : Integrable (fun w => β w / w ^ 2)) (t : ℝ) :
    cumulant β t = (∫ w, ((β w / w ^ 2 : ℝ) : ℂ) * Complex.exp (-(I * ((w * t : ℝ) : ℂ))))
      + I * (t : ℂ) * ((∫ w, β w / w : ℝ) : ℂ) - ((∫ w, β w / w ^ 2 : ℝ) : ℂ) := by
  have h1 : Integrable (fun w => β w / w) := by
    refine (hβ.norm.add h2.norm).mono'
      (hβ.aemeasurable.div measurable_id.aemeasurable).aestronglyMeasurable
      (Eventually.of_forall fun w => ?_)
    change ‖β w / w‖ ≤ ‖β w‖ + ‖β w / w ^ 2‖
    have hu : 0 ≤ 1 + ‖w⁻¹‖ ^ 2 - ‖w⁻¹‖ := by nlinarith [sq_nonneg (‖w⁻¹‖ - 1 / 2)]
    rw [div_eq_mul_inv, div_eq_mul_inv, ← inv_pow, norm_mul, norm_mul, norm_pow]
    linarith [mul_nonneg (norm_nonneg (β w)) hu]
  have e1 : Integrable (fun w => ((β w / w ^ 2 : ℝ) : ℂ) *
      Complex.exp (-(I * ((w * t : ℝ) : ℂ)))) := by
    refine h2.norm.mono' (h2.ofReal.aestronglyMeasurable.mul
      (Continuous.aestronglyMeasurable (by fun_prop))) (Eventually.of_forall fun w => ?_)
    rw [norm_mul, norm_phase, mul_one, Complex.norm_real]
  have e2 : Integrable (fun w => I * (t : ℂ) * ((β w / w : ℝ) : ℂ)) :=
    h1.ofReal.const_mul (I * (t : ℂ))
  have e3 : Integrable (fun w => ((β w / w ^ 2 : ℝ) : ℂ)) := h2.ofReal
  have e12 : Integrable (fun w => ((β w / w ^ 2 : ℝ) : ℂ) *
      Complex.exp (-(I * ((w * t : ℝ) : ℂ))) + I * (t : ℂ) * ((β w / w : ℝ) : ℂ)) := e1.add e2
  rw [← integral_complex_ofReal, ← integral_complex_ofReal, ← integral_const_mul,
    ← integral_add e1 e2, ← integral_sub e12 e3, cumulant]
  -- the integrands agree away from the single energy `w = 0`
  have hne : ∀ᵐ w : ℝ, w ≠ 0 := by simp [ae_iff]
  refine integral_congr_ae ?_
  filter_upwards [hne] with w hw
  have hi : (w : ℂ) * (w : ℂ)⁻¹ = 1 := mul_inv_cancel₀ (Complex.ofReal_ne_zero.2 hw)
  rw [landauKernel, if_neg hw]
  generalize Complex.exp (-(I * ((w * t : ℝ) : ℂ))) = e
  push_cast
  linear_combination ((β w : ℂ) * I * t * (w : ℂ)⁻¹) * hi

end

end LandauCumulant
```

```lean
#print axioms LandauCumulant.tendsto_landauKernel
#print axioms LandauCumulant.landau_termwise_split_fails
#print axioms LandauCumulant.cumulant_split
```

```
'LandauCumulant.tendsto_landauKernel' depends on axioms: [propext, Classical.choice, Quot.sound]
'LandauCumulant.landau_termwise_split_fails' depends on axioms: [propext, Classical.choice, Quot.sound]
'LandauCumulant.cumulant_split' depends on axioms: [propext, Classical.choice, Quot.sound]
```
